# The difference between the Kresse and Blöchl PAW exchange-correlation energies for a quadratic local functional, when a − b and the compensation density c nowhere have opposite signs

In the PAW method, Blöchl's form of the exchange-correlation energy is E[a] + E[n] − E[b], with a smooth density a, its one-centre expansion b and the one-centre all-electron density n; Kresse's form adds a compensation density c to both a and b. The theorem `bound_attained` takes E to be a sum over a finite grid, with real weights w and energy density M n²/2, and assumes that (a − b)c ≥ 0 at every grid point. It states that Kresse's energy minus Blöchl's is then M ∑ w |a − b| |c|. The proof uses the sign condition to remove the absolute values, unfolds the definitions, and then tries to cancel the two E[n] terms by rewriting, so that the remaining sums can be merged and compared point by point.

An attempt in Lean 4 with a fault in it:

```lean
import Mathlib

open MeasureTheory Real

namespace BoundAttained

noncomputable section

/-- Blöchl's PAW exchange-correlation energy for a functional `E`: smooth density `a`,
its one-centre expansion `b`, and one-centre all-electron density `n`. -/
def blochlXC {X : Type*} (E : (X → ℝ) → ℝ) (a b n : X → ℝ) : ℝ :=
  E a + E n - E b

/-- Kresse's form, in which the compensation density `c` is added to both
pseudo densities `a` and `b`. -/
def kresseXC {X : Type*} (E : (X → ℝ) → ℝ) (a b c n : X → ℝ) : ℝ :=
  E (a + c) + E n - E (b + c)

/-- A local functional with energy density `f`, summed over a grid with weights `w`. -/
def localXC {ι : Type*} [Fintype ι] (w : ι → ℝ) (f : ℝ → ℝ) (n : ι → ℝ) : ℝ :=
  ∑ i, w i * f (n i)

/-- For the quadratic energy density `M n² / 2` the difference equals `M ∑ w |a - b| |c|`
whenever `a - b` and `c` nowhere have opposite signs. -/
theorem bound_attained {ι : Type*} [Fintype ι] (M : ℝ) (w a b c n : ι → ℝ)
    (h : ∀ i, 0 ≤ (a i - b i) * c i) :
    kresseXC (localXC w fun x => M / 2 * x ^ 2) a b c n
        - blochlXC (localXC w fun x => M / 2 * x ^ 2) a b n
      = M * ∑ i, w i * (|a i - b i| * |c i|) := by
  have e : ∀ i, |a i - b i| * |c i| = (a i - b i) * c i := fun i => by
    rw [← abs_mul, abs_of_nonneg (h i)]
  simp only [e, kresseXC, blochlXC, localXC, Pi.add_apply, Finset.mul_sum]
  rw [add_sub_right_comm, add_sub_right_comm, add_sub_add_right_eq_sub,
    ← Finset.sum_sub_distrib, ← Finset.sum_sub_distrib, ← Finset.sum_sub_distrib]
  exact Finset.sum_congr rfl fun i _ => by ring

end

end BoundAttained
```

The compiler's answer:

```
Main.lean:33:46: error: Tactic `rewrite` failed: Did not find an occurrence of the pattern
  ?a + ?c - (?b + ?c)
in the target expression
  ∑ x, w x * (M / 2 * (a x + c x) ^ 2) - ∑ x, w x * (M / 2 * (b x + c x) ^ 2) -
        (∑ x, w x * (M / 2 * a x ^ 2) + ∑ x, w x * (M / 2 * n x ^ 2) - ∑ x, w x * (M / 2 * b x ^ 2)) +
      ∑ x, w x * (M / 2 * n x ^ 2) =
    ∑ i, M * (w i * ((a i - b i) * c i))

ι : Type u_1
inst✝ : Fintype ι
M : ℝ
w a b c n : ι → ℝ
h : ∀ (i : ι), 0 ≤ (a i - b i) * c i
e : ∀ (i : ι), |a i - b i| * |c i| = (a i - b i) * c i
⊢ ∑ x, w x * (M / 2 * (a x + c x) ^ 2) - ∑ x, w x * (M / 2 * (b x + c x) ^ 2) -
        (∑ x, w x * (M / 2 * a x ^ 2) + ∑ x, w x * (M / 2 * n x ^ 2) - ∑ x, w x * (M / 2 * b x ^ 2)) +
      ∑ x, w x * (M / 2 * n x ^ 2) =
    ∑ i, M * (w i * ((a i - b i) * c i))
```

The error says that `add_sub_add_right_eq_sub` found nothing of the form `?a + ?c - (?b + ?c)` to rewrite. The two uses of `add_sub_right_comm`, which turns `a + b - c` into `a - c + b`, were meant to move the `n` sum to the end of each energy, one use for each. The first did so for Kresse's energy. But that made the whole difference a sum minus something, so it now fitted the lemma too, and the second use rewrote it instead of Blöchl's energy. This carried the first `n` sum outside the subtraction and left the other in the middle of Blöchl's energy, so the pattern needed for the cancellation never appeared.

The repair doesn't depend on where a rewrite lands. The new fact `s` writes the right-hand side as a combination of the four sums without `n`, and is proved by merging them into one sum and checking each term with `ring`. After `rw [s]`, a final `ring` cancels the `n` sums and matches the rest, whatever their order.

The change, after which it compiles:

```diff
@@ -31,7 +31,11 @@
     rw [← abs_mul, abs_of_nonneg (h i)]
   simp only [e, kresseXC, blochlXC, localXC, Pi.add_apply, Finset.mul_sum]
-  rw [add_sub_right_comm, add_sub_right_comm, add_sub_add_right_eq_sub,
-    ← Finset.sum_sub_distrib, ← Finset.sum_sub_distrib, ← Finset.sum_sub_distrib]
-  exact Finset.sum_congr rfl fun i _ => by ring
+  have s : ∑ i, M * (w i * ((a i - b i) * c i))
+      = ∑ i, w i * (M / 2 * (a i + c i) ^ 2) - ∑ i, w i * (M / 2 * (b i + c i) ^ 2)
+        - ∑ i, w i * (M / 2 * a i ^ 2) + ∑ i, w i * (M / 2 * b i ^ 2) := by
+    rw [← Finset.sum_sub_distrib, ← Finset.sum_sub_distrib, ← Finset.sum_add_distrib]
+    exact Finset.sum_congr rfl fun i _ => by ring
+  rw [s]
+  ring
 
 end
```
